# Finite-matrix Ernst–Shakin–Thaler theorem: when a separable potential reproduces a scattering state

## Potentials, propagator and basis states

Let $V$ and $G_0$ be complex $n\times n$ matrices: $V$ is the potential and $G_0$ the free propagator. For a free Hamiltonian $H_0$ and a complex energy $z$ outside its spectrum, $G_0=(z-H_0)^{-1}$, but nothing below uses this form. A dagger denotes the adjoint. For a vector $\varphi$, the free state, define the scattering state and the transition matrix by
$$\psi=(1-G_0V)^{-1}\varphi,\qquad T=V(1-G_0V)^{-1},$$
so that $T\varphi=V\psi$.

Choose $m$ basis states and make them the columns of an $n\times m$ matrix $B$. They need not be orthogonal or normalised. The separable potential built from them is
$$V'=VB\,(B^\dagger VB)^{-1}B^\dagger V,$$
and $\psi'$, $T'$ denote the scattering state and transition matrix of $V'$ with the same $G_0$.

Three matrices are assumed invertible.

- $B^\dagger VB$: for every nonzero coefficient vector $c$, the vector $VBc$ has a nonzero overlap with at least one basis state. In particular, the basis states are linearly independent.
- $1-G_0V$: when $G_0=(z-H_0)^{-1}$, this factor equals $G_0(z-H_0-V)$, so the condition says that $z$ is not an eigenvalue of $H_0+V$.
- $1-G_0V'$: the same condition for $H_0+V'$.

## Equal action on one state gives equal scattering

The claim is that if $\psi=Bc$ for some coefficient vector $c$, then $\psi'=\psi$ and $T'\varphi=T\varphi$. Hermiticity of $V$ is not needed for this.

Multiplying the definition of $\psi$ by $1-G_0V$ gives the Lippmann–Schwinger equation
$$\psi=\varphi+G_0V\psi,$$
and since $1-G_0V$ is invertible, $\psi$ is its only solution. On the basis states the two potentials coincide:
$$V'B=VB\,(B^\dagger VB)^{-1}(B^\dagger VB)=VB.$$
Hence $V'\psi=V'Bc=VBc=V\psi$. Substitution gives $\psi=\varphi+G_0V'\psi$, which is the Lippmann–Schwinger equation of $V'$. Its only solution is $\psi'$, so $\psi=\psi'$, and
$$T\varphi=V\psi=V'\psi=V'\psi'=T'\varphi.$$

**The exact condition.** The amplitudes $T\varphi$ and $T'\varphi$ agree if and only if $V\psi=VBc$ for some $c$. This is weaker than $\psi=Bc$ when $V$ is singular.

First, $V'\psi=V\psi$ is equivalent to this condition. If $V'\psi=V\psi$, take $c=(B^\dagger VB)^{-1}B^\dagger V\psi$, for which $VBc=V'\psi=V\psi$. Conversely, if $V\psi=VBc$, then
$$V'\psi=VB(B^\dagger VB)^{-1}B^\dagger(VBc)=VBc=V\psi.$$

Secondly, $V'\psi=V\psi$ is equivalent to equal amplitudes. One direction is the argument above. For the other, let $V\psi=V'\psi'$. Then
$$\psi=\varphi+G_0V\psi=\varphi+G_0V'\psi'=\psi',$$
and therefore $V\psi=V'\psi$.

**Amplitudes from the left.** Now let $V$ be Hermitian. Then $V'$ is Hermitian too. Taking the adjoint of $T$ gives $T^\dagger=(1-VG_0^\dagger)^{-1}V$. From
$$V(1-G_0^\dagger V)=(1-VG_0^\dagger)V$$
it follows that $T^\dagger=V(1-G_0^\dagger V)^{-1}$, the transition matrix with $G_0^\dagger$ in place of $G_0$. The inverse exists because
$$\det(1-G_0^\dagger V)=\det(1-VG_0^\dagger)=\overline{\det(1-G_0V)}.$$
If the scattering state built with $G_0^\dagger$ lies in the range of $B$, the main claim gives $T^\dagger\varphi=T'^\dagger\varphi$, and its adjoint is $\varphi^\dagger T=\varphi^\dagger T'$.

In two-body scattering, a separable potential built from finitely many basis states reduces the Lippmann–Schwinger equation to a linear system whose size is the number of basis states; the result here covers finite-matrix models of such problems, without a continuum limit.

## The definitions in Lean

The finite types `n` and `m` label the components of a state and the basis states. The adjoint is written `ᴴ` in the code and `*` in its comments; `*ᵥ` applies a matrix to a column vector, and `ᵥ*` multiplies a row vector by a matrix.

```lean
import Mathlib

open Matrix

namespace ErnstShakinThaler

noncomputable section

variable {n m : Type*} [Fintype n] [DecidableEq n] [Fintype m] [DecidableEq m]
```

The separable potential depends on $V$ and $B$ but not on $G_0$. A single $B$ may therefore hold scattering states for several energies, with the theorem applied to each propagator separately.

```lean
/-- The separable potential `V B (B* V B)⁻¹ B* V` built from the basis states in the
columns of `B`. -/
def estPotential (V : Matrix n n ℂ) (B : Matrix n m ℂ) : Matrix n n ℂ :=
  V * B * (Bᴴ * V * B)⁻¹ * Bᴴ * V

/-- The scattering state `(1 - G0 V)⁻¹ φ` that grows out of the free state `φ`. -/
def scatteringState (G0 V : Matrix n n ℂ) (φ : n → ℂ) : n → ℂ :=
  (1 - G0 * V)⁻¹ *ᵥ φ

/-- The transition matrix `T = V (1 - G0 V)⁻¹`. -/
def tMatrix (G0 V : Matrix n n ℂ) : Matrix n n ℂ :=
  V * (1 - G0 * V)⁻¹
```

The propagator is an arbitrary matrix and `φ` an arbitrary vector. In particular, `φ` is not required to be an eigenstate of a free Hamiltonian. Lean's matrix inverse is defined for singular matrices as well, so the theorems state invertibility separately, as `IsUnit`.

## The Lippmann–Schwinger equation and the action of $V'$

The first theorem says that, for invertible $1-G_0V$, a vector solves the Lippmann–Schwinger equation exactly when it is the scattering state. The auxiliary identity `key` expands $(1-G_0V)\psi$; the two directions then multiply by the inverse or cancel it.

```lean
/-- If `1 - G0 V` is invertible, the scattering state is the one and only solution of the
Lippmann-Schwinger equation `ψ = φ + G0 V ψ`. -/
theorem lippmann_schwinger_iff {G0 V : Matrix n n ℂ} {φ ψ : n → ℂ}
    (h : IsUnit (1 - G0 * V)) :
    ψ = φ + G0 *ᵥ (V *ᵥ ψ) ↔ ψ = scatteringState G0 V φ := by
  have hd := (Matrix.isUnit_iff_isUnit_det _).mp h
  have key : (1 - G0 * V) *ᵥ ψ = ψ - G0 *ᵥ (V *ᵥ ψ) := by
    rw [Matrix.sub_mulVec, Matrix.one_mulVec, Matrix.mulVec_mulVec]
  constructor
  · intro e
    have e' : (1 - G0 * V) *ᵥ ψ = φ := by
      rw [key]
      exact sub_eq_iff_eq_add.mpr e
    rw [scatteringState, ← e', Matrix.mulVec_mulVec, Matrix.nonsing_inv_mul _ hd,
      Matrix.one_mulVec]
  · intro e
    have e' : (1 - G0 * V) *ᵥ ψ = φ := by
      rw [e, scatteringState, Matrix.mulVec_mulVec, Matrix.mul_nonsing_inv _ hd,
        Matrix.one_mulVec]
    rw [key] at e'
    exact sub_eq_iff_eq_add.mp e'
```

The adjoint reverses the order of the factors in $V'$, and for Hermitian $V$ the reversed product is $V'$ again.

```lean
omit [DecidableEq n] in
/-- The separable potential of a Hermitian potential is Hermitian. -/
theorem estPotential_isHermitian {V : Matrix n n ℂ} (hV : V.IsHermitian)
    (B : Matrix n m ℂ) : (estPotential V B).IsHermitian := by
  unfold Matrix.IsHermitian estPotential
  simp only [Matrix.conjTranspose_mul, Matrix.conjTranspose_nonsing_inv,
    Matrix.conjTranspose_conjTranspose, hV.eq, Matrix.mul_assoc]
```

The next theorem is the first equivalence in the exact condition. It holds for any vector `ψ`, scattering state or not. Inside the proof, `hB` is $V'B=VB$. The forward direction supplies the coefficients $(B^\dagger VB)^{-1}B^\dagger V\psi$, and the backward direction replaces $V\psi$ by $VBc$ and uses `hB`.

```lean
omit [DecidableEq n] in
/-- If `B* V B` is invertible, the separable potential acts on a state `ψ` as `V` does exactly when
`V ψ` is `V` applied to some combination of the basis states. -/
theorem estPotential_mulVec_eq_iff {V : Matrix n n ℂ} {B : Matrix n m ℂ}
    (hM : IsUnit (Bᴴ * V * B)) (ψ : n → ℂ) :
    estPotential V B *ᵥ ψ = V *ᵥ ψ ↔ ∃ c : m → ℂ, V *ᵥ ψ = V *ᵥ (B *ᵥ c) := by
  have hd := (Matrix.isUnit_iff_isUnit_det _).mp hM
  -- on the basis states themselves the two potentials coincide
  have hB : estPotential V B * B = V * B := by
    calc estPotential V B * B = V * B * ((Bᴴ * V * B)⁻¹ * (Bᴴ * V * B)) := by
          simp only [estPotential, Matrix.mul_assoc]
      _ = V * B := by rw [Matrix.nonsing_inv_mul _ hd, Matrix.mul_one]
  constructor
  · intro h
    refine ⟨((Bᴴ * V * B)⁻¹ * Bᴴ * V) *ᵥ ψ, h.symm.trans ?_⟩
    simp only [estPotential, Matrix.mulVec_mulVec, Matrix.mul_assoc]
  · rintro ⟨c, hc⟩
    calc estPotential V B *ᵥ ψ = (V * B * (Bᴴ * V * B)⁻¹ * Bᴴ) *ᵥ (V *ᵥ ψ) := by
          rw [Matrix.mulVec_mulVec, estPotential]
      _ = (estPotential V B * B) *ᵥ c := by
          rw [hc]
          simp only [estPotential, Matrix.mulVec_mulVec, Matrix.mul_assoc]
      _ = V *ᵥ ψ := by rw [hB, hc, Matrix.mulVec_mulVec]
```

## Equal scattering states and amplitudes

The substitution step is stated for any second potential `U`, separable or not. If `U` and `V` act equally on the scattering state of `V`, that state solves the equation of `U` and is therefore its scattering state.

```lean
/-- Let `1 - G0 V` and `1 - G0 U` be invertible. If the second potential `U` acts on the scattering
state of `V` as `V` does, then `U` has the same scattering state. -/
theorem scatteringState_eq_of_agree {G0 U V : Matrix n n ℂ} {φ : n → ℂ}
    (hV : IsUnit (1 - G0 * V)) (hU : IsUnit (1 - G0 * U))
    (h : U *ᵥ scatteringState G0 V φ = V *ᵥ scatteringState G0 V φ) :
    scatteringState G0 V φ = scatteringState G0 U φ := by
  apply (lippmann_schwinger_iff hU).mp
  rw [h]
  exact (lippmann_schwinger_iff hV).mpr rfl
```

The main theorem takes the three invertibility conditions and the hypothesis `hψ`, which is $\psi=Bc$. It concludes both $\psi=\psi'$ and $T\varphi=T'\varphi$. In the proof, `ha` is $V'\psi=V\psi$, `hs` is the equality of scattering states, and `e` is $V\psi=V'\psi'$.

```lean
/-- **Ernst-Shakin-Thaler theorem for finite matrices.** Let `V'` be the separable potential and let
`B* V B`, `1 - G0 V` and `1 - G0 V'` be invertible. If the scattering state of `V` is a combination
of the basis states, `V'` has the same scattering state and the same amplitudes `T φ`. -/
theorem ernst_shakin_thaler {G0 V : Matrix n n ℂ} {B : Matrix n m ℂ} {φ : n → ℂ} {c : m → ℂ}
    (hM : IsUnit (Bᴴ * V * B)) (h : IsUnit (1 - G0 * V))
    (h' : IsUnit (1 - G0 * estPotential V B)) (hψ : scatteringState G0 V φ = B *ᵥ c) :
    scatteringState G0 V φ = scatteringState G0 (estPotential V B) φ ∧
      tMatrix G0 V *ᵥ φ = tMatrix G0 (estPotential V B) *ᵥ φ := by
  have ha := (estPotential_mulVec_eq_iff hM (scatteringState G0 V φ)).mpr ⟨c, by rw [hψ]⟩
  have hs := scatteringState_eq_of_agree h h' ha
  refine ⟨hs, ?_⟩
  have e : V *ᵥ scatteringState G0 V φ
      = estPotential V B *ᵥ scatteringState G0 (estPotential V B) φ := by
    rw [← hs, ha]
  simpa only [scatteringState, tMatrix, Matrix.mulVec_mulVec] using e
```

The agreement concerns this one vector $\varphi$; the matrices $T$ and $T'$ may still differ on others. How closely $T'\varphi$ approximates $T\varphi$ when $\psi$ is only near the range of $B$ is a separate question.

The exact condition is stated next. The local fact `t` is $T\varphi=V\psi$ for any potential. After rewriting, the goal is that equal amplitudes are equivalent to $V'\psi=V\psi$, and the two directions follow the argument by hand.

```lean
/-- Let `V'` be the separable potential and let `B* V B`, `1 - G0 V` and `1 - G0 V'` be invertible.
The amplitudes `T φ` of `V` and `V'` agree exactly when `V` acts on the scattering state as on some
combination of the basis states. -/
theorem amplitudes_agree_iff {G0 V : Matrix n n ℂ} {B : Matrix n m ℂ} {φ : n → ℂ}
    (hM : IsUnit (Bᴴ * V * B)) (h : IsUnit (1 - G0 * V))
    (h' : IsUnit (1 - G0 * estPotential V B)) :
    tMatrix G0 V *ᵥ φ = tMatrix G0 (estPotential V B) *ᵥ φ ↔
      ∃ c : m → ℂ, V *ᵥ scatteringState G0 V φ = V *ᵥ (B *ᵥ c) := by
  have t : ∀ U : Matrix n n ℂ, tMatrix G0 U *ᵥ φ = U *ᵥ scatteringState G0 U φ := by
    intro U
    rw [tMatrix, scatteringState, Matrix.mulVec_mulVec]
  rw [← estPotential_mulVec_eq_iff hM, t, t]
  constructor
  · intro e
    -- equal amplitudes force equal scattering states through the Lippmann-Schwinger equation
    have hs : scatteringState G0 V φ = scatteringState G0 (estPotential V B) φ := by
      have e1 := (lippmann_schwinger_iff (φ := φ) h).mpr rfl
      have e2 := (lippmann_schwinger_iff (φ := φ) h').mpr rfl
      exact e1.trans ((congrArg (fun v => φ + G0 *ᵥ v) e).trans e2.symm)
    rw [e, hs]
  · intro ha
    rw [← scatteringState_eq_of_agree h h' ha, ha]
```

## Hermitian potentials and the bra side

For Hermitian $V$, the following theorem gives both the invertibility of $1-G_0^\dagger V$ and the formula for $T^\dagger$. The determinant identities provide the first part. The second uses `hc`, the relation that moves $V$ past the inverse.

```lean
/-- For Hermitian `V`, invertibility of `1 - G0 V` carries over to the adjoint propagator, and
the adjoint of the transition matrix is the one built with the adjoint propagator. -/
theorem tMatrix_conjTranspose {G0 V : Matrix n n ℂ} (hV : V.IsHermitian)
    (h : IsUnit (1 - G0 * V)) :
    IsUnit (1 - G0ᴴ * V) ∧ (tMatrix G0 V)ᴴ = tMatrix G0ᴴ V := by
  have hd := (Matrix.isUnit_iff_isUnit_det _).mp h
  have hdet : (1 - G0ᴴ * V).det = star (1 - G0 * V).det := by
    rw [← Matrix.det_conjTranspose, Matrix.conjTranspose_sub, Matrix.conjTranspose_one,
      Matrix.conjTranspose_mul, hV.eq, Matrix.det_one_sub_mul_comm]
  have hY : IsUnit (1 - G0ᴴ * V).det := by
    rw [hdet]
    exact hd.star
  have hX : IsUnit (1 - V * G0ᴴ).det := by
    rw [Matrix.det_one_sub_mul_comm]
    exact hY
  refine ⟨(Matrix.isUnit_iff_isUnit_det _).mpr hY, ?_⟩
  -- push `V` through the inverse
  have hc : V * (1 - G0ᴴ * V) = (1 - V * G0ᴴ) * V := by noncomm_ring
  rw [tMatrix, tMatrix, Matrix.conjTranspose_mul, Matrix.conjTranspose_nonsing_inv,
    Matrix.conjTranspose_sub, Matrix.conjTranspose_one, Matrix.conjTranspose_mul, hV.eq]
  calc (1 - V * G0ᴴ)⁻¹ * V
      = (1 - V * G0ᴴ)⁻¹ * (V * (1 - G0ᴴ * V)) * (1 - G0ᴴ * V)⁻¹ := by
        rw [Matrix.mul_assoc, Matrix.mul_assoc V, Matrix.mul_nonsing_inv _ hY, Matrix.mul_one]
    _ = V * (1 - G0ᴴ * V)⁻¹ := by
        rw [hc, ← Matrix.mul_assoc, Matrix.nonsing_inv_mul _ hX, Matrix.one_mul]
```

The bra version applies the main theorem with `G0ᴴ` and takes the adjoint of the resulting equality of vectors. Hermiticity of $V'$ is used here, because the adjoint formula is needed for both potentials. The hypothesis `hψ` concerns the state built with $G_0^\dagger$: for Hermitian $H_0$, this is the state at the complex conjugate energy.

```lean
/-- Bra version for Hermitian `V`, with `V'` the separable potential and `B* V B`, `1 - G0 V` and `1
- G0 V'` invertible: if the scattering state of `V` built with the adjoint propagator is a
combination of the basis states, the rows `φ* T` of the two potentials agree. -/
theorem ernst_shakin_thaler_bra {G0 V : Matrix n n ℂ} {B : Matrix n m ℂ} {φ : n → ℂ}
    {c : m → ℂ} (hV : V.IsHermitian) (hM : IsUnit (Bᴴ * V * B)) (h : IsUnit (1 - G0 * V))
    (h' : IsUnit (1 - G0 * estPotential V B)) (hψ : scatteringState G0ᴴ V φ = B *ᵥ c) :
    star φ ᵥ* tMatrix G0 V = star φ ᵥ* tMatrix G0 (estPotential V B) := by
  obtain ⟨u, a⟩ := tMatrix_conjTranspose hV h
  obtain ⟨u', a'⟩ := tMatrix_conjTranspose (estPotential_isHermitian hV B) h'
  have e := congrArg star (ernst_shakin_thaler hM u u' hψ).2
  rwa [Matrix.star_mulVec, Matrix.star_mulVec, ← a, ← a', Matrix.conjTranspose_conjTranspose,
    Matrix.conjTranspose_conjTranspose] at e
```

## A two-level example with $V'\neq V$

Take
$$V=\begin{pmatrix}1&1\\1&0\end{pmatrix},\quad B=\begin{pmatrix}1\\0\end{pmatrix},\quad G_0=-1,\quad \varphi=\begin{pmatrix}2\\1\end{pmatrix}.$$
Then $B^\dagger VB=1$ and
$$V'=\begin{pmatrix}1&1\\1&1\end{pmatrix}.$$
The determinants of $1-G_0V$ and $1-G_0V'$ are $1$ and $3$. The vector $\psi=(1,0)^T$ satisfies $(1+V)\psi=\varphi$, so it is the scattering state, and it is the single column of $B$. Both potentials give the amplitude vector $(1,1)^T$, although they differ in the lower right entry.

The last theorem confirms that these matrices satisfy every hypothesis of the main theorem, that $V$ is Hermitian and that $V'\neq V$. Its proof computes $V'$ entry by entry, checks the determinants, and identifies the scattering state through the Lippmann–Schwinger equation, without calculating $(1-G_0V)^{-1}$.

```lean
/-- A two-level system with one basis state meets all hypotheses of the theorem, with a
separable potential that differs from `V`. -/
theorem ernst_shakin_thaler_witness :
    let V : Matrix (Fin 2) (Fin 2) ℂ := !![1, 1; 1, 0]
    let B : Matrix (Fin 2) (Fin 1) ℂ := !![1; 0]
    let G0 : Matrix (Fin 2) (Fin 2) ℂ := !![-1, 0; 0, -1]
    V.IsHermitian ∧ IsUnit (Bᴴ * V * B) ∧ IsUnit (1 - G0 * V) ∧
      IsUnit (1 - G0 * estPotential V B) ∧
      scatteringState G0 V ![2, 1] = B *ᵥ ![1] ∧ estPotential V B ≠ V := by
  intro V B G0
  have hM : Bᴴ * V * B = 1 := by
    ext i j
    fin_cases i; fin_cases j
    simp [V, B, Matrix.mul_apply, Fin.sum_univ_succ]
  have h1 : (1 : Matrix (Fin 1) (Fin 1) ℂ)⁻¹ = 1 :=
    Matrix.inv_eq_right_inv (Matrix.one_mul 1)
  have hW : estPotential V B = !![1, 1; 1, 1] := by
    have hB : Bᴴ = !![1, 0] := by
      ext i j
      fin_cases i
      fin_cases j <;> simp [B, Matrix.conjTranspose_apply]
    rw [estPotential, hM, h1, hB]
    ext i j
    fin_cases i <;> fin_cases j <;>
      simp [V, B, Matrix.mul_apply, Fin.sum_univ_succ]
  have hu : IsUnit (1 - G0 * V) := by
    rw [Matrix.isUnit_iff_isUnit_det, isUnit_iff_ne_zero, Matrix.det_fin_two]
    norm_num [G0, V, Matrix.mul_apply, Fin.sum_univ_succ]
  refine ⟨?_, by rw [hM]; exact isUnit_one, hu, ?_, ?_, ?_⟩
  · ext i j
    fin_cases i <;> fin_cases j <;> simp [V]
  · rw [hW, Matrix.isUnit_iff_isUnit_det, isUnit_iff_ne_zero, Matrix.det_fin_two]
    norm_num [G0, Matrix.mul_apply, Fin.sum_univ_succ]
  · refine ((lippmann_schwinger_iff hu).mp ?_).symm
    ext i
    fin_cases i <;> norm_num [G0, V, B, Matrix.mulVec, dotProduct, Fin.sum_univ_succ]
  · intro e
    have e11 := congrFun (congrFun (hW.symm.trans e) 1) 1
    simp [V] at e11

end

end ErnstShakinThaler
```

```lean
#print axioms ErnstShakinThaler.ernst_shakin_thaler
-- 'ErnstShakinThaler.ernst_shakin_thaler' depends on axioms: [propext, Classical.choice, Quot.sound]
#print axioms ErnstShakinThaler.amplitudes_agree_iff
-- 'ErnstShakinThaler.amplitudes_agree_iff' depends on axioms: [propext, Classical.choice, Quot.sound]
#print axioms ErnstShakinThaler.ernst_shakin_thaler_bra
-- 'ErnstShakinThaler.ernst_shakin_thaler_bra' depends on axioms: [propext, Classical.choice, Quot.sound]
```
